# Einstein's B relation and the thermal radiation density from detailed balance and high-temperature divergence

The radiation is modelled as an unknown real function $\rho(\beta)$ of the inverse temperature $\beta = 1/(k_\mathrm{B}T)$: its spectral density at the frequency of one transition. Nothing is assumed about its form. Two conditions are imposed on it: it balances absorption against emission at every $\beta > 0$, and it grows without bound as $\beta \to 0^+$. The second condition is a postulate. It stands for the classical limit, in which the energy of a radiation mode at fixed frequency increases indefinitely with temperature.

```lean
import Mathlib

open Filter Topology

noncomputable section

namespace EinsteinCoefficients
```

## Levels, rates and balance

The matter has two levels with energies $E_1, E_2$ and degeneracies $g_1, g_2$. Its coefficients are $A$ for spontaneous emission, $B_{12}$ for absorption and $B_{21}$ for stimulated emission. All seven are real numbers independent of $\beta$, so the coefficients belong to the matter and not to its temperature. The structure imposes no signs; each theorem states those it needs.

```lean
/-- A two-level system with degeneracies `g₁`, `g₂`, energies `E₁`, `E₂`, and the Einstein
coefficients of spontaneous emission `A`, absorption `B₁₂` and stimulated emission `B₂₁`. -/
structure TwoLevel where
  g₁ : ℝ
  g₂ : ℝ
  E₁ : ℝ
  E₂ : ℝ
  A : ℝ
  B₁₂ : ℝ
  B₂₁ : ℝ
```

Write $\Delta = E_2 - E_1$ for the transition energy, `S.gap` in the code.

```lean
/-- The transition energy `E₂ - E₁`. -/
def TwoLevel.gap (S : TwoLevel) : ℝ := S.E₂ - S.E₁
```

The level populations are assumed to be Boltzmann populations, $p_i = g_i e^{-\beta E_i}/Z$ with $Z = g_1e^{-\beta E_1} + g_2e^{-\beta E_2}$. In radiation of density $r$, the absorption rate per system is $p_1 B_{12}\, r$. The code keeps this rate multiplied by $Z$:

$$g_1 e^{-\beta E_1} B_{12}\, r .$$

```lean
/-- Absorption rate at inverse temperature `β` and radiation density `r`: the Boltzmann weight
of the lower level times `B₁₂ r`, without the common partition function. -/
def TwoLevel.absorption (S : TwoLevel) (β r : ℝ) : ℝ :=
  S.g₁ * Real.exp (-(β * S.E₁)) * (S.B₁₂ * r)
```

Likewise the emission rate per system is $p_2 (A + B_{21} r)$, and multiplied by $Z$ it becomes

$$g_2 e^{-\beta E_2}(A + B_{21} r).$$

```lean
/-- Emission rate at inverse temperature `β` and radiation density `r`: the Boltzmann weight
of the upper level times `A + B₂₁ r`, without the common partition function. -/
def TwoLevel.emission (S : TwoLevel) (β r : ℝ) : ℝ :=
  S.g₂ * Real.exp (-(β * S.E₂)) * (S.A + S.B₂₁ * r)
```

Since $Z$ is common to both rates, it does not affect their equality. Detailed balance requires that equality at every positive $\beta$, with $r = \rho(\beta)$.

```lean
/-- Detailed balance: in the radiation density `ρ`, absorption and emission have equal rates
at every positive inverse temperature. -/
def TwoLevel.Balanced (S : TwoLevel) (ρ : ℝ → ℝ) : Prop :=
  ∀ β, 0 < β → S.absorption β (ρ β) = S.emission β (ρ β)
```

Two particular densities are given names. The first has the temperature dependence of Planck's law:

$$\rho_{\mathrm{th}}(\beta) = \frac{A/B_{21}}{e^{\beta\Delta} - 1}.$$

```lean
/-- The Planck-type density `(A / B₂₁) / (exp (β (E₂ - E₁)) - 1)`, meant for `B₂₁ ≠ 0` and
`β (E₂ - E₁) ≠ 0`. -/
def TwoLevel.thermalDensity (S : TwoLevel) (β : ℝ) : ℝ :=
  (S.A / S.B₂₁) / (Real.exp (β * S.gap) - 1)
```

The second results from solving the balance equation for the density while leaving $B_{12}$ and $B_{21}$ unrelated:

$$\rho_{\mathrm{bal}}(\beta) = \frac{g_2 A}{g_1 B_{12} e^{\beta\Delta} - g_2 B_{21}}.$$

```lean
/-- The density `g₂ A / (g₁ B₁₂ exp (β (E₂ - E₁)) - g₂ B₂₁)`, meant for a nonzero
denominator. -/
def TwoLevel.balancingDensity (S : TwoLevel) (β : ℝ) : ℝ :=
  S.g₂ * S.A / (S.g₁ * S.B₁₂ * Real.exp (β * S.gap) - S.g₂ * S.B₂₁)
```

## Only the energy difference matters

Because $e^{-\beta E_1} = e^{-\beta E_2} e^{\beta\Delta}$, both rates contain the factor $e^{-\beta E_2}$. It is never zero, and cancelling it turns balance into

$$g_1 B_{12}\, e^{\beta\Delta}\, r = g_2 (A + B_{21} r). \tag{1}$$

In the proof, `hx` is the identity between the exponentials and `mul_left_cancel₀` does the cancelling. Multiplying back by the same factor gives the reverse direction.

```lean
/-- Equality of the absorption and emission rates depends on the two energies only through
their difference. -/
theorem TwoLevel.balance_iff (S : TwoLevel) (β r : ℝ) :
    S.absorption β r = S.emission β r ↔
      S.g₁ * S.B₁₂ * Real.exp (β * S.gap) * r = S.g₂ * (S.A + S.B₂₁ * r) := by
  have hx : Real.exp (-(β * S.E₁)) =
      Real.exp (-(β * S.E₂)) * Real.exp (β * (S.E₂ - S.E₁)) := by
    rw [← Real.exp_add]
    congr 1
    ring
  unfold TwoLevel.absorption TwoLevel.emission TwoLevel.gap
  rw [hx]
  constructor
  · intro h
    -- cancel the Boltzmann factor of the upper level
    apply mul_left_cancel₀ (Real.exp_pos (-(β * S.E₂))).ne'
    linear_combination h
  · intro h
    linear_combination Real.exp (-(β * S.E₂)) * h
```

For $\Delta > 0$ and $\beta > 0$ the exponent $\beta\Delta$ is positive, hence $e^{\beta\Delta} - 1 > 0$. This justifies the later divisions by $e^{\beta\Delta} - 1$. The next section does not need $\Delta > 0$; all the sections after it assume it.

```lean
/-- For a positive gap and a positive inverse temperature, `exp (β (E₂ - E₁)) - 1` is
positive. -/
theorem TwoLevel.exp_gap_sub_one_pos (S : TwoLevel) (hE : 0 < S.gap) {β : ℝ} (hβ : 0 < β) :
    0 < Real.exp (β * S.gap) - 1 :=
  sub_pos.2 (Real.one_lt_exp_iff.2 (mul_pos hβ hE))
```

## The high-temperature limit relates the B coefficients

Since $\rho$ diverges, it is positive for all sufficiently small $\beta > 0$. There, equation (1) with $r = \rho(\beta)$ may be divided by $\rho(\beta)$:

$$g_1 B_{12}\, e^{\beta\Delta} = g_2\left(\frac{A}{\rho(\beta)} + B_{21}\right).$$

As $\beta \to 0^+$, the left side tends to $g_1 B_{12}$. On the right $A/\rho(\beta) \to 0$, which leaves $g_2 B_{21}$. Therefore

$$g_1 B_{12} = g_2 B_{21}. \tag{2}$$

In Lean, `𝓝[>] 0` is the approach to zero from above and `atTop` is divergence to $+\infty$. The limits of the two sides are `h1` and `h2`, and `tendsto_nhds_unique` equates them. The sides need to agree only near zero, which `filter_upwards` establishes. No sign condition on the coefficients is used.

```lean
/-- If detailed balance holds at all temperatures and the radiation density diverges in the
high-temperature limit, then `g₁ B₁₂ = g₂ B₂₁`. -/
theorem TwoLevel.einstein_B_relation (S : TwoLevel) {ρ : ℝ → ℝ} (h : S.Balanced ρ)
    (hρ : Tendsto ρ (𝓝[>] 0) atTop) : S.g₁ * S.B₁₂ = S.g₂ * S.B₂₁ := by
  have hc : Continuous fun β : ℝ => S.g₁ * S.B₁₂ * Real.exp (β * S.gap) := by fun_prop
  have h1 : Tendsto (fun β : ℝ => S.g₁ * S.B₁₂ * Real.exp (β * S.gap)) (𝓝[>] 0)
      (𝓝 (S.g₁ * S.B₁₂ * Real.exp (0 * S.gap))) :=
    (hc.tendsto 0).mono_left nhdsWithin_le_nhds
  rw [zero_mul, Real.exp_zero, mul_one] at h1
  -- the spontaneous term, divided by the density, tends to zero
  have h2 : Tendsto (fun β : ℝ => S.g₂ * (S.A * (ρ β)⁻¹ + S.B₂₁)) (𝓝[>] 0)
      (𝓝 (S.g₂ * (S.A * 0 + S.B₂₁))) :=
    (((tendsto_inv_atTop_zero.comp hρ).const_mul S.A).add_const S.B₂₁).const_mul S.g₂
  rw [mul_zero, zero_add] at h2
  refine tendsto_nhds_unique (h1.congr' ?_) h2
  filter_upwards [self_mem_nhdsWithin, hρ.eventually_gt_atTop 0] with β hβ hr
  have hb := (S.balance_iff β (ρ β)).1 (h β hβ)
  have hi : (ρ β)⁻¹ * ρ β = 1 := inv_mul_cancel₀ hr.ne'
  apply mul_right_cancel₀ hr.ne'
  linear_combination hb - S.g₂ * S.A * hi
```

## The density follows

Inserting (2) into (1) gives

$$g_2 B_{21}\, e^{\beta\Delta} \rho(\beta) = g_2 \bigl(A + B_{21}\rho(\beta)\bigr).$$

Cancelling $g_2 > 0$ and collecting terms yields

$$B_{21}\,\rho(\beta)\,(e^{\beta\Delta} - 1) = A, \qquad \rho(\beta) = \frac{A/B_{21}}{e^{\beta\Delta} - 1}.$$

The last step uses $B_{21} > 0$ and $\Delta > 0$. The proof runs backwards from the quotient: `eq_div_iff` clears the two denominators, and `linear_combination` combines (1) and (2). With equal degeneracies, relation (2) reads $B_{12} = B_{21}$.

This fixes how the density depends on temperature at one transition. Planck's law also gives the prefactor $A/B_{21}$ as a function of frequency and sets $\Delta = h\nu$; neither is derived here. Once $B_{12}$ has been computed for a transition, relation (2) gives $B_{21} = g_1 B_{12}/g_2$.

```lean
/-- Einstein's derivation: let `g₂`, `B₂₁` and the gap be positive. If detailed balance holds at
all temperatures and the radiation density diverges in the high-temperature limit, then
`g₁ B₁₂ = g₂ B₂₁` and the density is `(A / B₂₁) / (exp (β (E₂ - E₁)) - 1)`. -/
theorem TwoLevel.einstein_relations (S : TwoLevel) {ρ : ℝ → ℝ} (hg : 0 < S.g₂)
    (hB : 0 < S.B₂₁) (hE : 0 < S.gap) (h : S.Balanced ρ)
    (hρ : Tendsto ρ (𝓝[>] 0) atTop) :
    S.g₁ * S.B₁₂ = S.g₂ * S.B₂₁ ∧
      ∀ β, 0 < β → ρ β = (S.A / S.B₂₁) / (Real.exp (β * S.gap) - 1) := by
  have hrel := S.einstein_B_relation h hρ
  refine ⟨hrel, fun β hβ => ?_⟩
  have hb := (S.balance_iff β (ρ β)).1 (h β hβ)
  rw [eq_div_iff (S.exp_gap_sub_one_pos hE hβ).ne', eq_div_iff hB.ne']
  apply mul_left_cancel₀ hg.ne'
  linear_combination hb - Real.exp (β * S.gap) * ρ β * hrel
```

## The thermal density does balance the rates

Multiplying out the definition of $\rho_{\mathrm{th}}$ gives

$$B_{21}\,\rho_{\mathrm{th}}(\beta)\,(e^{\beta\Delta} - 1) = A.$$

```lean
/-- In the Planck-type density, the stimulated emission rate times `exp (β (E₂ - E₁)) - 1` is
the spontaneous rate, for `B₂₁ ≠ 0`, a positive gap and positive `β`. -/
theorem TwoLevel.stimulated_mul (S : TwoLevel) (hB : S.B₂₁ ≠ 0) (hE : 0 < S.gap) {β : ℝ}
    (hβ : 0 < β) :
    S.B₂₁ * S.thermalDensity β * (Real.exp (β * S.gap) - 1) = S.A := by
  unfold TwoLevel.thermalDensity
  rw [mul_assoc, div_mul_cancel₀ _ (S.exp_gap_sub_one_pos hE hβ).ne']
  field_simp
```

Now assume (2). Multiplying the last identity by $g_2$ and rearranging gives

$$g_2 B_{21}\, e^{\beta\Delta}\rho_{\mathrm{th}} = g_2(A + B_{21}\rho_{\mathrm{th}}),$$

and replacing $g_2 B_{21}$ by $g_1 B_{12}$ on the left produces (1). So $\rho_{\mathrm{th}}$ satisfies detailed balance. As $\beta \to 0^+$, its denominator $e^{\beta\Delta} - 1$ tends to zero through positive values (`h2`), while $A/B_{21} > 0$, so the density diverges (`h3`). Both conditions imposed on $\rho$ at the start are thus met by an actual density.

```lean
/-- Converse: if `g₁ B₁₂ = g₂ B₂₁` with `A`, `B₂₁` and the gap positive, the Planck-type density
satisfies detailed balance and diverges in the high-temperature limit. -/
theorem TwoLevel.thermalDensity_balanced (S : TwoLevel) (hA : 0 < S.A) (hB : 0 < S.B₂₁)
    (hE : 0 < S.gap) (hrel : S.g₁ * S.B₁₂ = S.g₂ * S.B₂₁) :
    S.Balanced S.thermalDensity ∧ Tendsto S.thermalDensity (𝓝[>] 0) atTop := by
  constructor
  · intro β hβ
    have key := S.stimulated_mul hB.ne' hE hβ
    refine (S.balance_iff β _).2 ?_
    linear_combination Real.exp (β * S.gap) * S.thermalDensity β * hrel + S.g₂ * key
  · have hc : Continuous fun β : ℝ => Real.exp (β * S.gap) - 1 := by fun_prop
    have h1 : Tendsto (fun β : ℝ => Real.exp (β * S.gap) - 1) (𝓝[>] 0)
        (𝓝 (Real.exp (0 * S.gap) - 1)) :=
      (hc.tendsto 0).mono_left nhdsWithin_le_nhds
    rw [zero_mul, Real.exp_zero, sub_self] at h1
    -- the denominator tends to zero through positive values
    have h2 : Tendsto (fun β : ℝ => Real.exp (β * S.gap) - 1) (𝓝[>] 0) (𝓝[>] 0) := by
      refine tendsto_nhdsWithin_iff.2 ⟨h1, ?_⟩
      filter_upwards [self_mem_nhdsWithin] with β hβ
      exact S.exp_gap_sub_one_pos hE hβ
    have h3 : Tendsto (fun β : ℝ => S.A / S.B₂₁ * (Real.exp (β * S.gap) - 1)⁻¹)
        (𝓝[>] 0) atTop :=
      Tendsto.const_mul_atTop (div_pos hA hB) (tendsto_inv_nhdsGT_zero.comp h2)
    exact h3.congr fun β => (div_eq_mul_inv _ _).symm
```

## Balance alone does not fix the ratio of the B coefficients

Suppose instead that $g_1 B_{12} > g_2 B_{21} > 0$. For $\beta > 0$,

$$g_1 B_{12}\, e^{\beta\Delta} - g_2 B_{21} > g_1 B_{12} - g_2 B_{21} > 0,$$

so with $g_2, A > 0$ the density $\rho_{\mathrm{bal}}$ is positive. Multiplying it by its denominator gives $g_2 A$, which is (1) rearranged. Balance then holds at every temperature although (2) fails. What this density lacks is the divergence: as $\beta \to 0^+$ it approaches the finite value $g_2 A/(g_1 B_{12} - g_2 B_{21})$.

```lean
/-- Detailed balance alone does not fix the ratio of the `B` coefficients: for positive `g₂`, `A`,
`B₂₁` and gap, and `g₂ B₂₁ < g₁ B₁₂`, a density positive at all temperatures satisfies it. -/
theorem TwoLevel.balanced_of_unequal (S : TwoLevel) (hg : 0 < S.g₂) (hA : 0 < S.A)
    (hB : 0 < S.B₂₁) (hE : 0 < S.gap) (hne : S.g₂ * S.B₂₁ < S.g₁ * S.B₁₂) :
    S.Balanced S.balancingDensity ∧ ∀ β, 0 < β → 0 < S.balancingDensity β := by
  have hD : ∀ β, 0 < β →
      0 < S.g₁ * S.B₁₂ * Real.exp (β * S.gap) - S.g₂ * S.B₂₁ := by
    intro β hβ
    have h0 : 0 < S.g₁ * S.B₁₂ := (mul_pos hg hB).trans hne
    have h1 := mul_pos h0 (S.exp_gap_sub_one_pos hE hβ)
    linarith
  refine ⟨fun β hβ => ?_, fun β hβ => div_pos (mul_pos hg hA) (hD β hβ)⟩
  have hr : S.balancingDensity β *
      (S.g₁ * S.B₁₂ * Real.exp (β * S.gap) - S.g₂ * S.B₂₁) = S.g₂ * S.A :=
    div_mul_cancel₀ _ (hD β hβ).ne'
  refine (S.balance_iff β _).2 ?_
  linear_combination hr
```

## Where stimulated emission overtakes spontaneous emission

Per system in the upper level, the stimulated rate in the thermal density is

$$B_{21}\,\rho_{\mathrm{th}}(\beta) = \frac{A}{e^{\beta\Delta} - 1}.$$

For $A > 0$ it exceeds the spontaneous rate $A$ exactly when $e^{\beta\Delta} < 2$, that is, when $\beta\Delta < \ln 2$, or $k_\mathrm{B}T > \Delta/\ln 2 \approx 1.44\,\Delta$. The proof writes $A$ as the stimulated rate times $e^{\beta\Delta} - 1$ (`key`) and compares that factor with 1.

```lean
/-- In the Planck-type density, with `A`, `B₂₁`, the gap and `β` positive, stimulated emission is
faster than spontaneous emission exactly when `β (E₂ - E₁) < log 2`. -/
theorem TwoLevel.stimulated_dominates_iff (S : TwoLevel) (hA : 0 < S.A) (hB : 0 < S.B₂₁)
    (hE : 0 < S.gap) {β : ℝ} (hβ : 0 < β) :
    S.A < S.B₂₁ * S.thermalDensity β ↔ β * S.gap < Real.log 2 := by
  have key := S.stimulated_mul hB.ne' hE hβ
  have hx := S.exp_gap_sub_one_pos hE hβ
  have hy : 0 < S.B₂₁ * S.thermalDensity β :=
    mul_pos hB (div_pos (div_pos hA hB) hx)
  rw [Real.lt_log_iff_exp_lt two_pos]
  constructor
  · intro h
    by_contra hn
    have h2 : 0 ≤ Real.exp (β * S.gap) - 2 := by linarith [not_lt.1 hn]
    have h3 := mul_nonneg hy.le h2
    linarith
  · intro h
    have h3 := mul_pos hy (sub_pos.2 h)
    linarith

end EinsteinCoefficients
```

```lean
#print axioms EinsteinCoefficients.TwoLevel.einstein_relations
#print axioms EinsteinCoefficients.TwoLevel.thermalDensity_balanced
#print axioms EinsteinCoefficients.TwoLevel.balanced_of_unequal
#print axioms EinsteinCoefficients.TwoLevel.stimulated_dominates_iff
```

```
'EinsteinCoefficients.TwoLevel.einstein_relations' depends on axioms: [propext, Classical.choice, Quot.sound]
'EinsteinCoefficients.TwoLevel.thermalDensity_balanced' depends on axioms: [propext, Classical.choice, Quot.sound]
'EinsteinCoefficients.TwoLevel.balanced_of_unequal' depends on axioms: [propext, Classical.choice, Quot.sound]
'EinsteinCoefficients.TwoLevel.stimulated_dominates_iff' depends on axioms: [propext, Classical.choice, Quot.sound]
```
